# The nuclear-spin-independent parity-violating operator has zero expectation in a real orbital times a spinor

Someone who computes the nuclear-spin-independent parity-violating energy as an expectation value in real scalar orbitals, without knowing that it must vanish, may search for a bug when the program prints zero, or take the rounding noise for a small physical effect. The theorems below show, in a finite basis, that the zero is exact for every product of a real orbital and a spinor.

```lean
import Mathlib

open Matrix
open scoped Kronecker

namespace ParityViolationScalarOrbitals

noncomputable section

variable {n : Type*} [Fintype n]

/-- The three Pauli matrices. -/
def pauli : Fin 3 → Matrix (Fin 2) (Fin 2) ℂ :=
  ![!![0, 1; 1, 0], !![0, -Complex.I; Complex.I, 0], !![1, 0; 0, -1]]

/-- A real orbital matrix regarded as a complex one. -/
def cplx (A : Matrix n n ℝ) : Matrix n n ℂ := A.map (fun x => (x : ℂ))

/-- The momentum matrix `p = -i D` belonging to a real derivative matrix `D`. -/
def momentum (D : Matrix n n ℝ) : Matrix n n ℂ := (-Complex.I) • cplx D

/-- The parity-violating operator `∑ₖ σₖ ⊗ (ρ K pₖ + pₖ K ρ)`. -/
def pvOperator (ρ K : Matrix n n ℝ) (D : Fin 3 → Matrix n n ℝ) :
    Matrix (Fin 2 × n) (Fin 2 × n) ℂ :=
  ∑ k, pauli k ⊗ₖ
    (cplx ρ * cplx K * momentum (D k) + momentum (D k) * cplx K * cplx ρ)

/-- The real matrix `ρ K D + D K ρ`. -/
def pvKernel (ρ K D : Matrix n n ℝ) : Matrix n n ℝ := ρ * K * D + D * K * ρ

/-- The product of a spinor `s` and a real orbital `u`. -/
def spinOrbital (s : Fin 2 → ℂ) (u : n → ℝ) : Fin 2 × n → ℂ :=
  fun x => s x.1 * (u x.2 : ℂ)

/-- The expectation `ψ† A ψ`, without division by the norm of `ψ`. -/
def expectation (A : Matrix (Fin 2 × n) (Fin 2 × n) ℂ) (ψ : Fin 2 × n → ℂ) : ℂ :=
  star ψ ⬝ᵥ (A *ᵥ ψ)

/-- The orbital factor `ρ K p + p K ρ` is `-i` times a real matrix. -/
theorem orbital_factor (ρ K D : Matrix n n ℝ) :
    cplx ρ * cplx K * momentum D + momentum D * cplx K * cplx ρ
      = (-Complex.I) • cplx (pvKernel ρ K D) := by
  have hmul : ∀ A B : Matrix n n ℝ, cplx (A * B) = cplx A * cplx B := by
    intro A B
    ext i j
    simp [cplx, Matrix.mul_apply]
  have hadd : ∀ A B : Matrix n n ℝ, cplx (A + B) = cplx A + cplx B := by
    intro A B
    ext i j
    simp [cplx]
  simp only [pvKernel, momentum, hmul, hadd, Matrix.mul_smul, Matrix.smul_mul, smul_add]

/-- For symmetric `ρ`, `K` and antisymmetric `D`, the real matrix `ρ K D + D K ρ`
is antisymmetric. -/
theorem pvKernel_transpose {ρ K D : Matrix n n ℝ} (hρ : ρᵀ = ρ) (hK : Kᵀ = K)
    (hD : Dᵀ = -D) : (pvKernel ρ K D)ᵀ = -pvKernel ρ K D := by
  simp only [pvKernel, Matrix.transpose_add, Matrix.transpose_mul, hρ, hK, hD]
  noncomm_ring

/-- For symmetric `ρ`, `K` and antisymmetric `D`, exchanging two real orbitals changes
the sign of the matrix element of `ρ K D + D K ρ`. -/
theorem pvKernel_swap {ρ K D : Matrix n n ℝ} (hρ : ρᵀ = ρ) (hK : Kᵀ = K)
    (hD : Dᵀ = -D) (u v : n → ℝ) :
    u ⬝ᵥ (pvKernel ρ K D *ᵥ v) = -(v ⬝ᵥ (pvKernel ρ K D *ᵥ u)) := by
  rw [Matrix.dotProduct_mulVec u, ← Matrix.mulVec_transpose, pvKernel_transpose hρ hK hD,
    Matrix.neg_mulVec, neg_dotProduct, dotProduct_comm]

/-- Between products of spinors and real orbitals, the matrix element of the
parity-violating operator is `-i` times a sum of spin factors times real orbital factors. -/
theorem matrix_element (ρ K : Matrix n n ℝ) (D : Fin 3 → Matrix n n ℝ)
    (s t : Fin 2 → ℂ) (u v : n → ℝ) :
    star (spinOrbital s u) ⬝ᵥ (pvOperator ρ K D *ᵥ spinOrbital t v)
      = -Complex.I * ∑ k, (star s ⬝ᵥ (pauli k *ᵥ t)) *
          ((u ⬝ᵥ (pvKernel ρ K (D k) *ᵥ v) : ℝ) : ℂ) := by
  -- a Kronecker product acts separately on spin and orbital
  have hact : ∀ (A : Matrix (Fin 2) (Fin 2) ℂ) (c : ℂ) (M : Matrix n n ℝ),
      (A ⊗ₖ (c • cplx M)) *ᵥ spinOrbital t v = c • spinOrbital (A *ᵥ t) (M *ᵥ v) := by
    intro A c M
    ext ⟨i, a⟩
    simp only [Matrix.mulVec, dotProduct, Fintype.sum_prod_type, Matrix.kroneckerMap_apply,
      Matrix.smul_apply, Matrix.map_apply, cplx, spinOrbital, Pi.smul_apply, smul_eq_mul,
      Complex.ofReal_sum, Complex.ofReal_mul]
    rw [Finset.sum_mul_sum, Finset.mul_sum]
    refine Finset.sum_congr rfl fun j _ => ?_
    rw [Finset.mul_sum]
    exact Finset.sum_congr rfl fun b _ => by ring
  -- overlaps of product states factor
  have hover : ∀ (r : Fin 2 → ℂ) (w : n → ℝ),
      star (spinOrbital s u) ⬝ᵥ spinOrbital r w = (star s ⬝ᵥ r) * ((u ⬝ᵥ w : ℝ) : ℂ) := by
    intro r w
    simp only [dotProduct, Fintype.sum_prod_type, spinOrbital, Pi.star_apply, star_mul',
      Complex.star_def, Complex.conj_ofReal, Complex.ofReal_sum, Complex.ofReal_mul]
    rw [Finset.sum_mul_sum]
    exact Finset.sum_congr rfl fun j _ => Finset.sum_congr rfl fun b _ => by ring
  simp only [pvOperator, orbital_factor, Fin.sum_univ_three, Matrix.add_mulVec,
    dotProduct_add, hact, dotProduct_smul, hover, smul_eq_mul]
  ring

/-- For symmetric `ρ`, `K` and antisymmetric `Dₖ`, the parity-violating operator has zero
expectation in every product of a spinor and a real orbital. -/
theorem expectation_real_orbital {ρ K : Matrix n n ℝ} {D : Fin 3 → Matrix n n ℝ}
    (hρ : ρᵀ = ρ) (hK : Kᵀ = K) (hD : ∀ k, (D k)ᵀ = -D k) (s : Fin 2 → ℂ) (u : n → ℝ) :
    expectation (pvOperator ρ K D) (spinOrbital s u) = 0 := by
  have h0 : ∀ k, u ⬝ᵥ (pvKernel ρ K (D k) *ᵥ u) = 0 := fun k => by
    linarith [pvKernel_swap hρ hK (hD k) u u]
  rw [expectation, matrix_element]
  simp only [h0, Complex.ofReal_zero, mul_zero, Finset.sum_const_zero]

/-- For symmetric `ρ`, `K` and antisymmetric `Dₖ`, the trace of the parity-violating operator
with `S ⊗ P` vanishes for every spin matrix `S` and real symmetric density matrix `P`. -/
theorem trace_real_density {ρ K P : Matrix n n ℝ} {D : Fin 3 → Matrix n n ℝ}
    (hρ : ρᵀ = ρ) (hK : Kᵀ = K) (hD : ∀ k, (D k)ᵀ = -D k) (hP : Pᵀ = P)
    (S : Matrix (Fin 2) (Fin 2) ℂ) :
    ((S ⊗ₖ cplx P) * pvOperator ρ K D).trace = 0 := by
  rw [pvOperator, Finset.mul_sum, Matrix.trace_sum]
  refine Finset.sum_eq_zero fun k _ => ?_
  -- a symmetric and an antisymmetric matrix are trace-orthogonal
  have hr : (P * pvKernel ρ K (D k)).trace = 0 := by
    have h := Matrix.trace_transpose (P * pvKernel ρ K (D k))
    rw [Matrix.transpose_mul, pvKernel_transpose hρ hK (hD k), hP, Matrix.neg_mul,
      Matrix.trace_neg, Matrix.trace_mul_comm] at h
    linarith
  have hc : (cplx P * cplx (pvKernel ρ K (D k))).trace
      = (((P * pvKernel ρ K (D k)).trace : ℝ) : ℂ) := by
    simp [Matrix.trace, Matrix.mul_apply, cplx]
  rw [orbital_factor, ← Matrix.mul_kronecker_mul, Matrix.trace_kronecker, Matrix.mul_smul,
    Matrix.trace_smul, hc, hr, Complex.ofReal_zero, smul_zero, mul_zero]

/-- For symmetric `ρ`, `K` and antisymmetric `Dₖ`, the unnormalised expectation `ψ† A ψ` in
`ψ = s ⊗ u + t ⊗ v` with real orbitals `u`, `v` is `2 ∑ₖ (u · (ρ K Dₖ + Dₖ K ρ) v) Im (s† σₖ t)`. -/
theorem expectation_two_terms {ρ K : Matrix n n ℝ} {D : Fin 3 → Matrix n n ℝ}
    (hρ : ρᵀ = ρ) (hK : Kᵀ = K) (hD : ∀ k, (D k)ᵀ = -D k)
    (s t : Fin 2 → ℂ) (u v : n → ℝ) :
    expectation (pvOperator ρ K D) (spinOrbital s u + spinOrbital t v)
      = ((2 * ∑ k, (u ⬝ᵥ (pvKernel ρ K (D k) *ᵥ v)) *
          (star s ⬝ᵥ (pauli k *ᵥ t)).im : ℝ) : ℂ) := by
  have hs := expectation_real_orbital hρ hK hD s u
  have ht := expectation_real_orbital hρ hK hD t v
  rw [expectation] at hs ht
  -- the Pauli matrices are Hermitian
  have hσ : ∀ k, star t ⬝ᵥ (pauli k *ᵥ s) = star (star s ⬝ᵥ (pauli k *ᵥ t)) := by
    intro k
    have hk : (pauli k)ᴴ = pauli k := by
      fin_cases k
      · change (!![0, 1; 1, 0] : Matrix (Fin 2) (Fin 2) ℂ)ᴴ = !![0, 1; 1, 0]
        ext i j
        fin_cases i <;> fin_cases j <;> simp
      · change (!![0, -Complex.I; Complex.I, 0] : Matrix (Fin 2) (Fin 2) ℂ)ᴴ
          = !![0, -Complex.I; Complex.I, 0]
        ext i j
        fin_cases i <;> fin_cases j <;> simp
      · change (!![1, 0; 0, -1] : Matrix (Fin 2) (Fin 2) ℂ)ᴴ = !![1, 0; 0, -1]
        ext i j
        fin_cases i <;> fin_cases j <;> simp
    rw [Matrix.star_dotProduct, Matrix.star_mulVec, hk,
      ← Matrix.dotProduct_mulVec]
  rw [expectation, star_add, Matrix.mulVec_add, add_dotProduct, dotProduct_add,
    dotProduct_add, hs, ht, matrix_element, matrix_element]
  simp only [hσ, fun k => pvKernel_swap hρ hK (hD k) v u, Fin.sum_univ_three]
  -- only the imaginary parts of the spin factors survive
  generalize star s ⬝ᵥ (pauli 0 *ᵥ t) = a
  generalize star s ⬝ᵥ (pauli 1 *ᵥ t) = b
  generalize star s ⬝ᵥ (pauli 2 *ᵥ t) = c
  generalize u ⬝ᵥ (pvKernel ρ K (D 0) *ᵥ v) = x
  generalize u ⬝ᵥ (pvKernel ρ K (D 1) *ᵥ v) = y
  generalize u ⬝ᵥ (pvKernel ρ K (D 2) *ᵥ v) = z
  apply Complex.ext <;> simp <;> ring

/-- Derivative matrices for two orbitals, non-zero along the second axis only. -/
def twoOrbitalD : Fin 3 → Matrix (Fin 2) (Fin 2) ℝ := ![0, !![0, 1; -1, 0], 0]

/-- With the derivative matrices `twoOrbitalD` and `ρ = K = 1`, the unnormalised sum of spin up in
the first orbital and spin down in the second, with both amplitudes equal to 1, has `ψ† A ψ = -4`.
-/
theorem expectation_entangled_example :
    expectation (pvOperator 1 1 twoOrbitalD)
      (spinOrbital ![1, 0] ![1, 0] + spinOrbital ![0, 1] ![0, 1]) = -4 := by
  have e0 : twoOrbitalD 0 = 0 := rfl
  have e1 : twoOrbitalD 1 = !![0, 1; -1, 0] := rfl
  have e2 : twoOrbitalD 2 = 0 := rfl
  have p1 : pauli 1 = !![0, -Complex.I; Complex.I, 0] := rfl
  have hD : ∀ k, (twoOrbitalD k)ᵀ = -twoOrbitalD k := by
    intro k
    fin_cases k
    · change (0 : Matrix (Fin 2) (Fin 2) ℝ)ᵀ = -0
      rw [Matrix.transpose_zero, neg_zero]
    · change (!![0, 1; -1, 0] : Matrix (Fin 2) (Fin 2) ℝ)ᵀ = -!![0, 1; -1, 0]
      ext i j
      fin_cases i <;> fin_cases j <;> simp
    · change (0 : Matrix (Fin 2) (Fin 2) ℝ)ᵀ = -0
      rw [Matrix.transpose_zero, neg_zero]
  have hz : pvKernel 1 1 (0 : Matrix (Fin 2) (Fin 2) ℝ) = 0 := by
    simp only [pvKernel, mul_zero, zero_mul, add_zero]
  -- the orbital and spin factors along the second axis
  have hM : (![1, 0] : Fin 2 → ℝ) ⬝ᵥ
      (pvKernel 1 1 (!![0, 1; -1, 0] : Matrix (Fin 2) (Fin 2) ℝ) *ᵥ ![0, 1]) = 2 := by
    norm_num [pvKernel, Matrix.mulVec, dotProduct, Fin.sum_univ_two]
  have hS : (star (![1, 0] : Fin 2 → ℂ) ⬝ᵥ (pauli 1 *ᵥ ![0, 1])).im = -1 := by
    rw [p1]
    norm_num [Matrix.mulVec, dotProduct, Fin.sum_univ_two]
  rw [expectation_two_terms Matrix.transpose_one Matrix.transpose_one hD]
  simp only [Fin.sum_univ_three, e0, e1, e2, hz, Matrix.zero_mulVec, dotProduct_zero,
    zero_mul, zero_add, add_zero, hM, hS]
  norm_num

end

end ParityViolationScalarOrbitals
```

```lean
#print axioms ParityViolationScalarOrbitals.expectation_real_orbital
#print axioms ParityViolationScalarOrbitals.trace_real_density
#print axioms ParityViolationScalarOrbitals.expectation_entangled_example
```

```
'ParityViolationScalarOrbitals.expectation_real_orbital' depends on axioms: [propext, Classical.choice, Quot.sound]
'ParityViolationScalarOrbitals.trace_real_density' depends on axioms: [propext, Classical.choice, Quot.sound]
'ParityViolationScalarOrbitals.expectation_entangled_example' depends on axioms: [propext, Classical.choice, Quot.sound]
```

## The operator and the product states

The basis has finitely many real orbitals, labelled by the type `n`. The matrices $\rho$, $K$ and $D_1,D_2,D_3$ are real, and the momentum matrices are $p_k=-iD_k$, with $\hbar=1$. Lean numbers the three directions 0, 1, 2. With the Pauli matrices $\sigma_k$, the operator `pvOperator` is

$$H=\sum_k \sigma_k\otimes(\rho K p_k+p_kK\rho).$$

It acts on vectors indexed by `Fin 2 × n`, with the spin index first. The function `cplx` only reads a real matrix as a complex one.

A state `spinOrbital s u` is the product $s\otimes u$ of a complex spinor $s$ and a real orbital vector $u$. The reality of the orbital is built into the type `u : n → ℝ`. The function `expectation` is $\psi^\dagger H\psi$ without division by $\psi^\dagger\psi$, which makes no difference to a zero.

The main theorem, `expectation_real_orbital`, assumes $\rho^T=\rho$, $K^T=K$ and $D_k^T=-D_k$ for each $k$, and concludes that the expectation of $H$ in $s\otimes u$ is zero for all $s$ and $u$. The matrices $\rho$ and $K$ need not commute.

Two further theorems extend the picture:

- `trace_real_density` says that $\operatorname{tr}[(S\otimes P)H]=0$ for any complex $2\times2$ spin matrix $S$ and any real symmetric $P$. A closed-shell density built from real orbitals has this form, with $S$ the identity. An unrestricted density built from real orbitals is a sum of two such terms, one for each spin.
- `expectation_two_terms` gives the expectation in $s\otimes u+t\otimes v$, where $t$ is a second spinor and $v$ a second real orbital. This value can differ from zero.

## Weak charge, momentum and spin-orbit coupling

The operator models the parity-violating part of the weak interaction between electrons and nuclei, leaving out the terms that depend on nuclear spin. In the four-component theory this interaction couples the large component $\varphi_L$ to the small component $\varphi_S$ through the nuclear density $\rho$. If the small component is eliminated by $\varphi_S=K\,\boldsymbol\sigma\cdot\mathbf p\,\varphi_L$, with $K$ a real function of position, then

$$\varphi_S^\dagger\rho\,\varphi_L+\varphi_L^\dagger\rho\,\varphi_S$$

becomes, after integration over space, the expectation of $\rho K\,\boldsymbol\sigma\cdot\mathbf p+\boldsymbol\sigma\cdot\mathbf p\,K\rho$ in $\varphi_L$. In the non-relativistic limit $K$ is a constant. The Fermi constant, the weak charges and the numerical prefactors are left out or absorbed into $\rho$.

The symmetry hypotheses stand for familiar facts. Multiplication by a real function has a symmetric matrix in a real basis. The derivative has an antisymmetric matrix in a real basis whose functions vanish at infinity, by integration by parts. The file takes these properties as assumptions about given matrices and does not derive them from basis functions. Writing operator products as matrix products also presupposes an orthonormal basis, and in a finite one it is an approximation to the operator on full space.

Spin-orbit coupling itself does not appear in the file. It enters through the choice of states: without it, and without a magnetic field, the orbitals of a one-electron Hamiltonian can be chosen real, each multiplied by a spinor. In this finite one-electron model, a scalar-relativistic level with no degeneracy beyond that of spin therefore has no first-order parity-violating energy. If different orbitals are degenerate, each product of a real orbital and a spinor still has zero expectation, but the operator can couple such products and split the level in first order. Spin-orbit coupling mixes products with different spinors, and the two-term formula shows what can then survive. The molecular geometry plays no part, so the zero holds for chiral molecules too.

## Why every term vanishes

Define the real matrix $M_k=\rho KD_k+D_kK\rho$, which is `pvKernel ρ K (D k)`. Inserting $p_k=-iD_k$ gives

$$\rho Kp_k+p_kK\rho=-iM_k.$$

Transposition reverses the order of each product:

$$M_k^T=D_k^TK\rho+\rho KD_k^T=-D_kK\rho-\rho KD_k=-M_k.$$

For real $u$ and $v$, the number $u\cdot M_kv$ equals its own transpose, so

$$u\cdot M_kv=v\cdot M_k^Tu=-\,v\cdot M_ku.$$

With $v=u$ this reads $u\cdot M_ku=-u\cdot M_ku$, hence $u\cdot M_ku=0$.

Matrix elements between product states factor into spin and orbital parts. Since $u$ is real, complex conjugation acts only on $s$:

$$(s\otimes u)^\dagger H(t\otimes v)=-i\sum_k(s^\dagger\sigma_kt)\,(u\cdot M_kv).$$

Setting $t=s$ and $v=u$ makes every orbital factor zero, whatever the spin factors are. This is the main theorem.

For the density version, each term of the trace is $-i\operatorname{tr}(S\sigma_k)\operatorname{tr}(PM_k)$. The second trace vanishes because

$$\operatorname{tr}(PM_k)=\operatorname{tr}(M_k^TP^T)=-\operatorname{tr}(M_kP)=-\operatorname{tr}(PM_k).$$

For $s\otimes u+t\otimes v$ the two diagonal contributions are zero, and only the cross terms remain. Write $a_k=s^\dagger\sigma_kt$ and $x_k=u\cdot M_kv$. Because $\sigma_k$ is Hermitian, $t^\dagger\sigma_ks=a_k^*$, and the antisymmetry gives $v\cdot M_ku=-x_k$. Therefore

$$-i\sum_k(a_kx_k-a_k^*x_k)=-i\sum_k x_k\,(2i\operatorname{Im}a_k)=2\sum_kx_k\operatorname{Im}a_k.$$

## The same steps in Lean

`orbital_factor` extracts the factor $-i$, after checking entry by entry that `cplx` respects sums and products. `pvKernel_transpose` is the transposition step. It closes with `noncomm_ring`, which rearranges the sum without letting the matrices commute. `pvKernel_swap` turns this into the sign change under exchange of two orbitals.

`matrix_element` proves the factorisation from two facts about finite sums: `hact` says that a Kronecker product acts separately on spin and orbital, and `hover` says that overlaps of product states factor. Neither `orbital_factor` nor `matrix_element` uses the symmetry hypotheses.

In `expectation_real_orbital`, `linarith` draws $u\cdot M_ku=0$ from the exchange rule with equal orbitals, and the sum then collapses. In `trace_real_density`, `hr` is the trace argument above, and the remaining rewrites split the trace of a Kronecker product into its two factors.

In `expectation_two_terms`, `hs` and `ht` remove the diagonal contributions, while `hσ` supplies the conjugate spin factor from the Hermiticity of the Pauli matrices. The `generalize` lines replace the spin and orbital factors by plain variables, and `Complex.ext` compares real and imaginary parts.

## Two orbitals worked by hand

Take two orbitals, $\rho=K=1$, and a derivative matrix along the second axis only, as in `twoOrbitalD`:

$$D=\begin{pmatrix}0&1\\-1&0\end{pmatrix},\qquad M=2D=\begin{pmatrix}0&2\\-2&0\end{pmatrix}.$$

Let $\sigma_y$ be the Pauli matrix for this axis, `pauli 1`. For the product state with $s=(1,i)$ and $u=(1,2)$, the spin factor is $s^\dagger\sigma_ys=2$. The orbital factor is

$$u\cdot Mu=1\cdot4+2\cdot(-2)=0,$$

so the expectation is zero although the spin factor is not.

Now put spin up in the first orbital and spin down in the second: $s=(1,0)$, $u=(1,0)$, $t=(0,1)$, $v=(0,1)$. Then $u\cdot Mv=2$ and $s^\dagger\sigma_yt=-i$, whose imaginary part is $-1$. The two-term formula gives

$$2\cdot2\cdot(-1)=-4,$$

the value in `expectation_entangled_example`. The state has squared norm 2, so the normalised expectation is $-2$. All four amplitudes of this state are real. Real amplitudes alone are therefore not enough for the zero. The main theorem allows complex spinors, but its single product of spinor and orbital cannot in general be replaced by a sum of products.
